# Robertson's uncertainty relation for density matrices in finite dimension

Take a beam of spin-1/2 particles that is only partly polarised along $z$. On some particles we measure $\sigma_x$, on others $\sigma_y$. How small can the two spreads be together?

The state is $\rho=(1+s\sigma_z)/2$, with populations $(1\pm s)/2$ and $|s|\le 1$. Both means vanish, and since $\sigma_x^2=\sigma_y^2=1$, both variances are 1. Now take $X=\sigma_x+is\sigma_y$. Because $\sigma_x\sigma_y-\sigma_y\sigma_x=2i\sigma_z$,

$$X^\dagger X=1-2s\sigma_z+s^2,\qquad \mathrm{Tr}(\rho X^\dagger X)=1-s^2 .$$

This trace is a mean of a positive operator, so it is nonnegative, and $s^2\le 1$. The number $s^2$ is a quarter of $|\mathrm{Tr}\,\rho(\sigma_x\sigma_y-\sigma_y\sigma_x)|^2=|2is|^2$, and 1 is the product of the variances. For populations 3/4 and 1/4 we have $s=1/2$: the product is 1 and the lower bound is 1/4.

## The bound for any two Hermitian matrices

Let $\rho$ be a density matrix on $\mathbb{C}^n$, that is, positive semidefinite with trace one, and let $A$, $B$ be Hermitian. Write $\langle X\rangle=\mathrm{Tr}(\rho X)$ and

$$\mathrm{Var}(A)=\langle A^2\rangle-\langle A\rangle^2,\qquad \mathrm{Cov}(A,B)=\tfrac12\langle AB+BA\rangle-\langle A\rangle\langle B\rangle .$$

The claim is

$$\mathrm{Var}(A)\,\mathrm{Var}(B)\ \ge\ \mathrm{Cov}(A,B)^2+\tfrac14|\langle AB-BA\rangle|^2\ \ge\ \tfrac14|\langle AB-BA\rangle|^2 .$$

The first inequality is Schrödinger's relation; the outer two terms give Robertson's.

**Positivity.** By cyclicity of the trace, $\langle X^\dagger X\rangle=\mathrm{Tr}(X\rho X^\dagger)\ge 0$. Also $\overline{\langle X\rangle}=\mathrm{Tr}(X^\dagger\rho)=\langle X^\dagger\rangle$, so Hermitian matrices have real means.

**Cauchy-Schwarz.** Put $a=\langle X^\dagger X\rangle$, $b=\langle Y^\dagger Y\rangle$ and $z=\langle X^\dagger Y\rangle$, so that $\langle Y^\dagger X\rangle=\bar z$. For a complex number $c$,

$$0\le\langle (X-cY)^\dagger(X-cY)\rangle=a-cz-\bar c\bar z+|c|^2b .$$

With $c=t\bar z$ and $t$ real this becomes $0\le a-2t|z|^2+t^2|z|^2b$ for every $t$. The discriminant cannot be positive, so $4|z|^4-4|z|^2ab\le 0$, or $|z|^2(|z|^2-ab)\le 0$. If $|z|^2$ exceeded $ab\ge 0$, both factors would be positive. Hence $|z|^2\le ab$, without any division and therefore also for singular $\rho$.

**Deviations.** Let $\delta A=A-\langle A\rangle 1$, and likewise $\delta B$. Since $\mathrm{Tr}\,\rho=1$,

$$\langle\delta A\,\delta B\rangle=\langle AB\rangle-\langle A\rangle\langle B\rangle,\qquad \langle(\delta A)^2\rangle=\mathrm{Var}(A).$$

Because $\langle BA\rangle=\overline{\langle AB\rangle}$, the real part of $\langle\delta A\,\delta B\rangle$ is $\mathrm{Cov}(A,B)$, and its imaginary part is $\langle AB-BA\rangle/(2i)$. Cauchy-Schwarz with $X=\delta A$, $Y=\delta B$ gives Schrödinger's relation, and omitting the squared covariance gives Robertson's.

**A condition for equality.** Suppose $\delta A\,\rho=ir\,\delta B\,\rho$ with $r$ real. The adjoint relation is $\rho\,\delta A=-ir\,\rho\,\delta B$. Using one on each side,

$$\mathrm{Var}(A)=(-ir)(ir)\mathrm{Var}(B)=r^2\,\mathrm{Var}(B),$$

$$\langle AB-BA\rangle=\langle\delta A\,\delta B\rangle-\langle\delta B\,\delta A\rangle=-2ir\,\mathrm{Var}(B).$$

Both sides of Robertson's bound then equal $r^2\,\mathrm{Var}(B)^2$.

## A Hermitian matrix of trace one is not enough

Put $s=2$ in the opening example. Then $\rho=\mathrm{diag}(3/2,-1/2)$ is still Hermitian with trace one, and both formal variances are still 1, but the bound would demand $1\ge 4$. The argument breaks at its first step, where $\mathrm{Tr}(\rho X^\dagger X)=1-s^2=-3$.

## States, means and variances in Lean

The type `n` is a finite set of labels for an orthonormal basis, and both states and observables are complex matrices indexed by it.

```lean
import Mathlib

open Matrix
open scoped ComplexOrder

namespace MixedStateUncertainty

noncomputable section

variable {n : Type*} [Fintype n]
```

The two physical requirements on a state are nonnegative probabilities and normalisation. Mathlib's `PosSemidef` includes Hermiticity.

```lean
/-- A density matrix: positive semidefinite with trace one. -/
structure IsDensity (ρ : Matrix n n ℂ) : Prop where
  pos : ρ.PosSemidef
  trace_one : ρ.trace = 1
```

The mean is a complex number for any matrix.

```lean
/-- The mean `Tr(ρ A)` of a matrix `A` in the state `ρ`. -/
def mean (ρ A : Matrix n n ℂ) : ℂ := (ρ * A).trace
```

Variance and covariance are defined as real numbers, so that they can be compared by an inequality. They are built from real parts and carry their usual meaning when `ρ` is a density matrix and the observables are Hermitian. Note that `variance` is the square of the standard deviation.

```lean
/-- The variance `Tr(ρ A²) - Tr(ρ A)²` of a Hermitian `A` in a state `ρ`, written with real parts.
-/
def variance (ρ A : Matrix n n ℂ) : ℝ := (mean ρ (A * A)).re - (mean ρ A).re ^ 2

/-- The symmetrised covariance `Tr(ρ (AB + BA))/2 - Tr(ρ A) Tr(ρ B)` of Hermitian `A` and `B` in a
state `ρ`, written with real parts. -/
def covariance (ρ A B : Matrix n n ℂ) : ℝ :=
  (mean ρ (A * B + B * A)).re / 2 - (mean ρ A).re * (mean ρ B).re
```

The next two results are the conjugation rule and the reality of Hermitian means. Lean writes `ᴴ` for the dagger and `star` for complex conjugation.

```lean
/-- For Hermitian `ρ`, the complex conjugate of the mean of `X` is the mean of its adjoint. -/
theorem mean_star {ρ : Matrix n n ℂ} (hρ : ρ.IsHermitian) (X : Matrix n n ℂ) :
    star (mean ρ X) = mean ρ Xᴴ := by
  unfold mean
  rw [← Matrix.trace_conjTranspose, Matrix.conjTranspose_mul, hρ.eq, Matrix.trace_mul_comm]

lemma mean_im {ρ A : Matrix n n ℂ} (hρ : ρ.IsHermitian) (hA : A.IsHermitian) :
    (mean ρ A).im = 0 := by
  have h := congrArg Complex.im (mean_star hρ A)
  rw [hA.eq, Complex.star_def, Complex.conj_im] at h
  linarith
```

With imaginary parts gone, the real-valued definition agrees with $\mathrm{Tr}(\rho A^2)-\mathrm{Tr}(\rho A)^2$ as a complex number.

```lean
/-- For Hermitian `ρ` and `A`, the real number `variance ρ A` equals `Tr(ρ A²) - Tr(ρ A)²`. -/
theorem variance_eq {ρ A : Matrix n n ℂ} (hρ : ρ.IsHermitian) (hA : A.IsHermitian) :
    (variance ρ A : ℂ) = mean ρ (A * A) - mean ρ A ^ 2 := by
  have hAA : (A * A).IsHermitian := by
    show (A * A)ᴴ = A * A
    rw [Matrix.conjTranspose_mul, hA.eq]
  have h1 := mean_im hρ hA
  have h2 := mean_im hρ hAA
  apply Complex.ext <;>
    simp only [variance, Complex.ofReal_re, Complex.ofReal_im, Complex.sub_re, Complex.sub_im,
      pow_two, Complex.mul_re, Complex.mul_im, h1, h2] <;> ring
```

## Positivity and the Cauchy-Schwarz inequality

Here `e` is the cyclic rearrangement into $\mathrm{Tr}(X\rho X^\dagger)$, whose matrix is positive semidefinite.

```lean
/-- For positive semidefinite `ρ`, the mean of `X†X` has nonnegative real part. -/
theorem mean_nonneg {ρ : Matrix n n ℂ} (hρ : ρ.PosSemidef) (X : Matrix n n ℂ) :
    0 ≤ (mean ρ (Xᴴ * X)).re := by
  have h := (hρ.mul_mul_conjTranspose_same X).trace_nonneg
  have e : mean ρ (Xᴴ * X) = (X * ρ * Xᴴ).trace := by
    rw [mean, ← Matrix.mul_assoc, Matrix.trace_mul_comm, ← Matrix.mul_assoc]
  rw [e]
  exact (Complex.le_def.1 h).1
```

In the following proof, `expand` is the four-term expansion for general $c$, and `quad` is its specialisation to $c=t\bar z$. Mathlib's `discrim_le_zero` supplies the discriminant inequality, including the degenerate case where the quadratic coefficient vanishes. The last lines are the argument by contradiction with two positive factors.

```lean
/-- Cauchy-Schwarz inequality for the correlation `Tr(ρ X†Y)` in a positive semidefinite `ρ`. -/
theorem cauchy_schwarz {ρ : Matrix n n ℂ} (hρ : ρ.PosSemidef) (X Y : Matrix n n ℂ) :
    ‖mean ρ (Xᴴ * Y)‖ ^ 2 ≤ (mean ρ (Xᴴ * X)).re * (mean ρ (Yᴴ * Y)).re := by
  have hstar : mean ρ (Yᴴ * X) = star (mean ρ (Xᴴ * Y)) := by
    rw [mean_star hρ.isHermitian, Matrix.conjTranspose_mul, Matrix.conjTranspose_conjTranspose]
  have expand : ∀ c : ℂ, mean ρ ((X - c • Y)ᴴ * (X - c • Y)) = mean ρ (Xᴴ * X)
      - c * mean ρ (Xᴴ * Y) - star c * mean ρ (Yᴴ * X) + star c * c * mean ρ (Yᴴ * Y) := by
    intro c
    simp only [mean, Matrix.conjTranspose_sub, Matrix.conjTranspose_smul, Matrix.sub_mul,
      Matrix.mul_sub, Matrix.smul_mul, Matrix.mul_smul, Matrix.trace_sub, Matrix.trace_smul,
      smul_eq_mul]
    ring
  -- positivity along a line of operators gives a nonnegative real quadratic
  have quad : ∀ t : ℝ, 0 ≤ (‖mean ρ (Xᴴ * Y)‖ ^ 2 * (mean ρ (Yᴴ * Y)).re) * (t * t)
      + (-2 * ‖mean ρ (Xᴴ * Y)‖ ^ 2) * t + (mean ρ (Xᴴ * X)).re := by
    intro t
    have h := mean_nonneg hρ (X - ((t : ℂ) * star (mean ρ (Xᴴ * Y))) • Y)
    rw [expand, hstar] at h
    simp only [Complex.star_def, Complex.add_re, Complex.sub_re, Complex.mul_re, Complex.mul_im,
      Complex.conj_re, Complex.conj_im, Complex.ofReal_re, Complex.ofReal_im] at h
    rw [Complex.sq_norm, Complex.normSq_apply]
    linarith
  have hd := discrim_le_zero quad
  simp only [discrim] at hd
  by_contra hcon
  have hlt := lt_of_not_ge hcon
  have hs := lt_of_le_of_lt (mul_nonneg (mean_nonneg hρ X) (mean_nonneg hρ Y)) hlt
  have hp := mul_pos hs (sub_pos.2 hlt)
  linarith

lemma mean_sub (ρ X Y : Matrix n n ℂ) : mean ρ (X - Y) = mean ρ X - mean ρ Y := by
  simp only [mean, Matrix.mul_sub, Matrix.trace_sub]
```

## Deviations from the mean

The matrix $\delta A$ is called `deviation ρ A`. The lemmas after its definition show that it is Hermitian, that correlations of deviations have the product of means subtracted, and that the mean square deviation is the variance. The second of these uses the trace condition.

```lean
variable [DecidableEq n]

/-- The deviation `A - Tr(ρ A) 1` of a matrix from its mean. -/
def deviation (ρ A : Matrix n n ℂ) : Matrix n n ℂ := A - mean ρ A • (1 : Matrix n n ℂ)

lemma deviation_herm {ρ A : Matrix n n ℂ} (hρ : ρ.IsHermitian) (hA : A.IsHermitian) :
    (deviation ρ A)ᴴ = deviation ρ A := by
  rw [deviation, Matrix.conjTranspose_sub, Matrix.conjTranspose_smul, Matrix.conjTranspose_one,
    mean_star hρ, hA.eq]

lemma mean_deviation_mul {ρ : Matrix n n ℂ} (ht : ρ.trace = 1) (A B : Matrix n n ℂ) :
    mean ρ (deviation ρ A * deviation ρ B) = mean ρ (A * B) - mean ρ A * mean ρ B := by
  simp only [mean, deviation, Matrix.sub_mul, Matrix.mul_sub, Matrix.smul_mul, Matrix.mul_smul,
    Matrix.one_mul, Matrix.mul_one, Matrix.trace_sub, Matrix.trace_smul, smul_eq_mul, ht]
  ring

lemma mean_deviation_sq {ρ A : Matrix n n ℂ} (hρ : IsDensity ρ) (hA : A.IsHermitian) :
    mean ρ (deviation ρ A * deviation ρ A) = (variance ρ A : ℂ) := by
  rw [mean_deviation_mul hρ.trace_one, variance_eq hρ.pos.isHermitian hA, sq]
```

## The Schrödinger and Robertson inequalities

The first theorem says: for every density matrix and every pair of Hermitian matrices of the same size, the squared covariance plus a quarter of the squared modulus of the commutator mean is at most the product of the variances. The proof applies `cauchy_schwarz` to the two deviations. It then uses `hv`, which is $\langle BA\rangle=\overline{\langle AB\rangle}$, to separate real and imaginary parts.

```lean
/-- Schrödinger uncertainty relation for a density matrix and Hermitian `A`, `B`: the product of
variances is at least the squared covariance plus a quarter of the squared modulus of the commutator
mean. -/
theorem schrodinger_uncertainty {ρ A B : Matrix n n ℂ} (hρ : IsDensity ρ)
    (hA : A.IsHermitian) (hB : B.IsHermitian) :
    covariance ρ A B ^ 2 + ‖mean ρ (A * B - B * A)‖ ^ 2 / 4 ≤ variance ρ A * variance ρ B := by
  have hH := hρ.pos.isHermitian
  have cs := cauchy_schwarz hρ.pos (deviation ρ A) (deviation ρ B)
  rw [deviation_herm hH hA, deviation_herm hH hB, mean_deviation_sq hρ hA,
    mean_deviation_sq hρ hB, mean_deviation_mul hρ.trace_one, Complex.ofReal_re,
    Complex.ofReal_re] at cs
  have hv : mean ρ (B * A) = star (mean ρ (A * B)) := by
    rw [mean_star hH, Matrix.conjTranspose_mul, hA.eq, hB.eq]
  have hadd : mean ρ (A * B + B * A) = mean ρ (A * B) + mean ρ (B * A) := by
    simp only [mean, Matrix.mul_add, Matrix.trace_add]
  -- split the correlation of the deviations into real and imaginary parts
  rw [covariance, hadd, mean_sub, hv]
  simp only [Complex.sq_norm, Complex.normSq_apply, Complex.star_def, Complex.add_re,
    Complex.sub_re, Complex.sub_im, Complex.mul_re, Complex.mul_im, Complex.conj_re,
    Complex.conj_im, mean_im hH hA, mean_im hH hB] at cs ⊢
  linarith
```

Robertson's relation follows because a square is nonnegative.

```lean
/-- Robertson uncertainty relation for a density matrix `ρ` and Hermitian `A`, `B`:
`Var(A) Var(B) ≥ |Tr(ρ (AB - BA))|² / 4`. -/
theorem robertson_uncertainty {ρ A B : Matrix n n ℂ} (hρ : IsDensity ρ)
    (hA : A.IsHermitian) (hB : B.IsHermitian) :
    ‖mean ρ (A * B - B * A)‖ ^ 2 / 4 ≤ variance ρ A * variance ρ B := by
  linarith [schrodinger_uncertainty hρ hA hB, sq_nonneg (covariance ρ A B)]
```

This bounds from below the product of the variances of any two observables in a thermal or otherwise mixed state of a finite spin model, or of a simulation in a finite orthonormal basis. The squares and the commutator are those of the finite matrices themselves. In a truncated basis they can differ from the truncated squares and commutator of the original operators. Position and momentum lie beyond the theorem: a commutator of finite matrices has trace zero, so it cannot equal $i\hbar 1$.

The step from these matrices to an experiment is the Born rule, which identifies `mean` and `variance` with the statistics of measured values. The two variances refer to separate measurements on identically prepared systems, as in the beam above, and say nothing about the disturbance that one measurement causes to another.

## Equality, also in a mixed state

The hypothesis `h` is $\delta A\,\rho=ir\,\delta B\,\rho$. It is a sufficient condition: on every vector in the support of $\rho$, the two deviations act alike up to the same imaginary factor. In the proof, `h'` is the adjoint relation, while `left` and `right` replace $\delta A$ by $\delta B$ next to $\rho$ on either side. The results `hV` and `hC` are the two displayed formulas of the derivation.

```lean
/-- For a density matrix and Hermitian `A`, `B`, Robertson's bound is an equality if the
deviations, acting on `ρ`, are proportional with an imaginary factor `i r`. -/
theorem robertson_equality {ρ A B : Matrix n n ℂ} (hρ : IsDensity ρ)
    (hA : A.IsHermitian) (hB : B.IsHermitian) (r : ℝ)
    (h : deviation ρ A * ρ = (Complex.I * (r : ℂ)) • (deviation ρ B * ρ)) :
    variance ρ A * variance ρ B = ‖mean ρ (A * B - B * A)‖ ^ 2 / 4 := by
  have hH := hρ.pos.isHermitian
  have hs : star (Complex.I * (r : ℂ)) = -(Complex.I * (r : ℂ)) := by
    apply Complex.ext <;> simp
  -- the adjoint relation
  have h' := congrArg Matrix.conjTranspose h
  rw [Matrix.conjTranspose_mul, Matrix.conjTranspose_smul, Matrix.conjTranspose_mul,
    deviation_herm hH hA, deviation_herm hH hB, hH.eq, hs] at h'
  have left : ∀ X, mean ρ (deviation ρ A * X)
      = -(Complex.I * (r : ℂ)) * mean ρ (deviation ρ B * X) := by
    intro X
    unfold mean
    rw [← Matrix.mul_assoc, h', Matrix.smul_mul, Matrix.trace_smul, smul_eq_mul,
      Matrix.mul_assoc]
  have right : ∀ X, mean ρ (X * deviation ρ A)
      = (Complex.I * (r : ℂ)) * mean ρ (X * deviation ρ B) := by
    intro X
    unfold mean
    rw [Matrix.trace_mul_comm ρ (X * deviation ρ A), Matrix.trace_mul_comm ρ (X * deviation ρ B),
      Matrix.mul_assoc, h, Matrix.mul_smul, Matrix.trace_smul, smul_eq_mul, Matrix.mul_assoc]
  have hVc : (variance ρ A : ℂ) = ((r ^ 2 * variance ρ B : ℝ) : ℂ) := by
    rw [← mean_deviation_sq hρ hA, left, right, mean_deviation_sq hρ hB]
    push_cast
    linear_combination (-(r : ℂ) ^ 2 * (variance ρ B : ℂ)) * Complex.I_sq
  have hV : variance ρ A = r ^ 2 * variance ρ B := Complex.ofReal_injective hVc
  have hC : mean ρ (A * B - B * A) = ((-2 * r * variance ρ B : ℝ) : ℂ) * Complex.I := by
    have e1 := mean_deviation_mul hρ.trace_one A B
    have e2 := mean_deviation_mul hρ.trace_one B A
    rw [left, mean_deviation_sq hρ hB] at e1
    rw [right, mean_deviation_sq hρ hB] at e2
    rw [mean_sub]
    push_cast
    linear_combination e2 - e1
  rw [hC, norm_mul, Complex.norm_I, mul_one, Complex.norm_real, Real.norm_eq_abs, sq_abs, hV]
  ring
```

A mixed state can meet this condition with nonzero variance. Take three levels, numbered 0, 1, 2 as in Lean, with populations 1/2, 0, 1/2. The observables act as $\sigma_x$ and $\sigma_y$ on levels 0 and 1 and vanish on level 2.

```lean
/-- The three-level state with populations 1/2, 0, 1/2. -/
def rhoMix : Matrix (Fin 3) (Fin 3) ℂ := Matrix.diagonal ![1 / 2, 0, 1 / 2]

/-- The Pauli matrix `σx` on the first two of three levels. -/
def flipX : Matrix (Fin 3) (Fin 3) ℂ := !![0, 1, 0; 1, 0, 0; 0, 0, 0]

/-- The Pauli matrix `σy` on the first two of three levels. -/
def flipY : Matrix (Fin 3) (Fin 3) ℂ := !![0, -Complex.I, 0; Complex.I, 0, 0; 0, 0, 0]
```

Both means are zero, so the deviations are the observables themselves. Multiplied by $\rho$, each keeps a single nonzero entry, in row 1 and column 0: it is $1/2$ for `flipX` and $i/2$ for `flipY`. Since $1/2=i\cdot(-1)\cdot i/2$, the condition holds with $r=-1$. Each squared observable is $\mathrm{diag}(1,1,0)$, so both variances are $1/2$ and their product is $1/4$. The commutator is $2i\,\mathrm{diag}(1,-1,0)$, with mean $i$, and the bound is $1/4$ as well.

The theorem records that the state is a density matrix and not a projector, that the observables are Hermitian, that the equality condition holds, and that `flipX` has variance $1/2$. Its proof checks the matrices entry by entry.

```lean
/-- The state `rhoMix`, which is not a projector, meets the equality condition for `flipX` and
`flipY` with `r = -1`, and the variance of `flipX` is 1/2. -/
theorem robertson_equality_witness :
    IsDensity rhoMix ∧ rhoMix * rhoMix ≠ rhoMix ∧ flipX.IsHermitian ∧ flipY.IsHermitian ∧
    deviation rhoMix flipX * rhoMix
      = (Complex.I * ((-1 : ℝ) : ℂ)) • (deviation rhoMix flipY * rhoMix) ∧
    variance rhoMix flipX = 1 / 2 := by
  have hx : mean rhoMix flipX = 0 := by
    simp [mean, rhoMix, flipX, Matrix.trace_fin_three]
  have hy : mean rhoMix flipY = 0 := by
    simp [mean, rhoMix, flipY, Matrix.trace_fin_three]
  refine ⟨⟨?_, ?_⟩, ?_, ?_, ?_, ?_, ?_⟩
  · refine Matrix.posSemidef_diagonal_iff.2 fun i => ?_
    fin_cases i <;> norm_num [Complex.le_def]
  · rw [rhoMix, Matrix.trace_diagonal, Fin.sum_univ_three]
    show (1 / 2 : ℂ) + 0 + 1 / 2 = 1
    norm_num
  · intro h
    have h0 := congrFun (congrFun h 0) 0
    norm_num [rhoMix] at h0
  · ext i j
    fin_cases i <;> fin_cases j <;> simp [flipX]
  · ext i j
    fin_cases i <;> fin_cases j <;> simp [flipY]
  · rw [deviation, deviation, hx, hy, zero_smul, sub_zero, sub_zero]
    ext i j
    simp only [rhoMix, Matrix.smul_apply, Matrix.mul_diagonal]
    fin_cases i <;> fin_cases j <;> simp [flipX, flipY, ← mul_assoc]
  · rw [variance, hx]
    simp [mean, rhoMix, flipX, Matrix.trace_fin_three, Matrix.mul_apply, Fin.sum_univ_succ]

end

end MixedStateUncertainty
```

```lean
#print axioms MixedStateUncertainty.robertson_uncertainty
#print axioms MixedStateUncertainty.robertson_equality
```

```
'MixedStateUncertainty.robertson_uncertainty' depends on axioms: [propext, Classical.choice, Quot.sound]
'MixedStateUncertainty.robertson_equality' depends on axioms: [propext, Classical.choice, Quot.sound]
```
